# Rejection sampling of the tree-level Møller energy transfer from a (9/4)/e² envelope accepts with probability at least 1/3

Take a slow electron, Lorentz factor $\gamma\to1$, that hits an electron at rest and hands over a fraction $e$ of its kinetic energy. The Møller cross section is then proportional to $1/e^2+1/(1-e)^2-1/(e(1-e))$. At $e=1/3$ this is $27/4$. I propose $e$ from a $1/e^2$ distribution and accept with probability shape divided by $(9/4)/e^2$, which here is $81/4$, so a proposal at this $e$ survives only one time in three.

Does it get worse at other energies, or when I lower the cutoff $e_0$ on the transfer? And is $9/4$ large enough for a fast electron? I draw the proposals as $e_0/(1-r(1-2e_0))$ with $r$ uniform on $[0,1]$, and I'd like to see why that is right too.

## One third is the worst case, and 9/4 is always enough

Your slow case at $e=1/3$ is the minimum over all $\gamma\ge1$ and $0<e\le1/2$. For general $\gamma$ the shape is

$$f=(1-c)+\frac1e\Big(\frac1e-c\Big)+\frac1{1-e}\Big(\frac1{1-e}-c\Big),\qquad c=\frac{2\gamma-1}{\gamma^2}.$$

Write $u=1-c=((\gamma-1)/\gamma)^2$ and $q=e/(1-e)$. Multiplying by $e^2$ gives

$$e^2f=ue^2+1-ce+q^2-ceq.$$

Since $e+eq=e/(1-e)=q$, the terms in $c$ add up to $-cq=-(1-u)q$. Hence

$$e^2f=1-q+q^2+u(e^2+q)=\tfrac34+\big(q-\tfrac12\big)^2+u(e^2+q).$$

The last two terms are non-negative, so $e^2f\ge3/4$. Equality needs $q=1/2$ and $u=0$, which means $e=1/3$ and $\gamma=1$, the limit of a slow incident electron.

For $0<e\le1/2$ we have $0<q\le1$, so the square is at most $1/4$. Also $e^2+q\le5/4$ and $u<1$, so $e^2f<3/4+1/4+5/4=9/4$. At $e=1/2$ the value is $1+\tfrac54u$, which tends to $9/4$ as $\gamma$ grows. Neither constant can be improved for all $\gamma$ at once.

The acceptance probability is $A=\tfrac49e^2f$, so $1/3\le A<1$. Averaging over any normalised proposal density on $[e_0,1/2]$ keeps the lower bound, whatever the cutoff. As $e\to0$ at fixed $\gamma$, $e^2f\to1$ and $A\to4/9$. Lowering the cutoff towards zero concentrates the $1/e^2$ proposals near $e=0$, so their mean acceptance tends to $4/9$. For a fast electron this limit can lie below the mean at a larger cutoff, but the mean never falls below $1/3$.

## The proposal formula inverts the envelope distribution

The area under $1/t^2$ from $e_0$ to $x$ is $1/e_0-1/x$, and up to $1/2$ it is $1/e_0-2=(1-2e_0)/e_0$. The distribution function is therefore

$$F(x)=\frac{1/e_0-1/x}{(1-2e_0)/e_0}.$$

Setting $F(x)=r$ gives $1/x=(1-r(1-2e_0))/e_0$, which is your formula. As $r$ runs from 0 to 1, $x$ runs from $e_0$ to $1/2$.

For example, $e_0=1/10$ and $r=1/2$ propose $e=0.1/0.6=1/6$, and indeed $F(1/6)=(10-6)/8=1/2$. With $\gamma=2$ we have $c=3/4$ and $f=0.25+31.5+0.54=32.29$. Then $e^2f\approx0.897$, and the proposal is accepted with probability about $0.399$.

## What the Lean statements say about the collision

All quantities are real numbers. `mollerShape γ e` is $f$, without the prefactor of the cross section that doesn't depend on $e$. The letter `e` is the energy fraction, often written $\varepsilon$, and not the charge. The bound `e ≤ 1 / 2` reflects the convention that the slower of the two indistinguishable outgoing electrons counts as the secondary. The cutoff `e0` is the smallest transfer that is simulated as a separate collision.

`acceptance` is $A$. `envelopeDensity` is $1/e^2$ divided by its actual integral over $[e_0,1/2]$, and `envelopeCDF` is the integral of that density, so the closed form of $F$ is a theorem and not a definition. `sampler` is your formula. `sampler_inverts_envelopeCDF` says that it maps $[0,1]$ into $[e_0,1/2]$ and that composing it with `envelopeCDF` in either order gives back the starting value. `mean_acceptance_ge` bounds the average of $A$ over the envelope.

The Møller formula enters as a definition and is not derived from QED. It describes unpolarised scattering at tree level from a free electron at rest, and with that restriction the bounds apply to a Monte Carlo transport simulation that samples secondary electrons with this envelope. The step left to the simulation is the randomness: `r` and the number that decides acceptance must be independent and uniform on $[0,1]$, and drawn afresh, independently of earlier draws, for each proposal. Granted that, an accepted value takes at most three proposals on average.

```lean
import Mathlib

open Filter Topology

namespace MollerSampling

noncomputable section

/-- The Møller shape as a function of the Lorentz factor `γ ≠ 0` of the incident electron and the
fraction `e` of its kinetic energy that is transferred, with `e ≠ 0` and `e ≠ 1`. -/
def mollerShape (γ e : ℝ) : ℝ :=
  (1 - (2 * γ - 1) / γ ^ 2) + 1 / e * (1 / e - (2 * γ - 1) / γ ^ 2)
    + 1 / (1 - e) * (1 / (1 - e) - (2 * γ - 1) / γ ^ 2)

/-- For `γ ≥ 1` and `0 < e ≤ 1/2`, the probability of accepting a proposed `e`: the Møller shape
divided by the majorant `(9/4) / e ^ 2`. -/
def acceptance (γ e : ℝ) : ℝ := mollerShape γ e / (9 / 4 * (1 / e ^ 2))

/-- The envelope `1 / e ^ 2` normalised on `[e0, 1/2]`, for `0 < e0 < 1/2` and `e ≠ 0`. -/
def envelopeDensity (e0 e : ℝ) : ℝ := 1 / e ^ 2 / ∫ t in e0..(1 / 2), 1 / t ^ 2

/-- The distribution function of the envelope, for `0 < e0 < 1/2` and `e0 ≤ x ≤ 1/2`. -/
def envelopeCDF (e0 x : ℝ) : ℝ := ∫ t in e0..x, envelopeDensity e0 t

/-- The energy fraction proposed for a random number `r` in `[0, 1]`, with `0 < e0 < 1/2`. -/
def sampler (e0 r : ℝ) : ℝ := e0 / (1 - r * (1 - 2 * e0))

/-- For `γ ≠ 0` and `0 < e < 1`, the Møller shape times `e ^ 2` is `3/4` plus a square plus
a relativistic term proportional to `((γ - 1) / γ) ^ 2`. -/
theorem scaled_shape_eq {γ e : ℝ} (hγ : γ ≠ 0) (he : 0 < e) (he1 : e < 1) :
    e ^ 2 * mollerShape γ e = 3 / 4 + ((1 - 3 * e) / (2 * (1 - e))) ^ 2
      + ((γ - 1) / γ) ^ 2 * (e ^ 2 + e / (1 - e)) := by
  have h0 : e ≠ 0 := he.ne'
  have h1 : 1 - e ≠ 0 := (sub_pos.mpr he1).ne'
  unfold mollerShape
  field_simp
  ring

/-- For `γ ≥ 1` and `0 < e ≤ 1/2`, the Møller shape times `e ^ 2` is at least `3/4` and
less than `9/4`. -/
theorem scaled_shape_bounds {γ e : ℝ} (hγ : 1 ≤ γ) (he : 0 < e) (he2 : e ≤ 1 / 2) :
    3 / 4 ≤ e ^ 2 * mollerShape γ e ∧ e ^ 2 * mollerShape γ e < 9 / 4 := by
  have hg : 0 < γ := by linarith
  have h1 : 0 < 1 - e := by linarith
  rw [scaled_shape_eq hg.ne' he (by linarith)]
  have hB : 0 < e ^ 2 + e / (1 - e) := by positivity
  constructor
  · have := mul_nonneg (sq_nonneg ((γ - 1) / γ)) hB.le
    have := sq_nonneg ((1 - 3 * e) / (2 * (1 - e)))
    linarith
  · -- the square is at most 1/4, the relativistic term is below 5/4
    have hx1 : -(1 / 2) ≤ (1 - 3 * e) / (2 * (1 - e)) := by
      rw [le_div_iff₀ (by linarith)]
      linarith
    have hx2 : (1 - 3 * e) / (2 * (1 - e)) ≤ 1 / 2 := by
      rw [div_le_iff₀ (by linarith)]
      linarith
    have hx : ((1 - 3 * e) / (2 * (1 - e))) ^ 2 ≤ 1 / 4 := by nlinarith
    have hq : e / (1 - e) ≤ 1 := by
      rw [div_le_iff₀ h1]
      linarith
    have hy0 : 0 ≤ (γ - 1) / γ := div_nonneg (by linarith) hg.le
    have hy1 : (γ - 1) / γ < 1 := by
      rw [div_lt_iff₀ hg]
      linarith
    have hy : ((γ - 1) / γ) ^ 2 < 1 := by nlinarith
    have he4 : e ^ 2 ≤ 1 / 4 := by nlinarith
    have := mul_lt_mul_of_pos_right hy hB
    linarith

/-- For `γ ≥ 1` and `0 < e < 1`, the Møller shape times `e ^ 2` equals `3/4` exactly when `γ = 1`
and `e = 1/3`. -/
theorem scaled_shape_eq_min_iff {γ e : ℝ} (hγ : 1 ≤ γ) (he : 0 < e) (he1 : e < 1) :
    e ^ 2 * mollerShape γ e = 3 / 4 ↔ γ = 1 ∧ e = 1 / 3 := by
  have hg : 0 < γ := by linarith
  have h1 : 0 < 1 - e := by linarith
  rw [scaled_shape_eq hg.ne' he he1]
  have hB : 0 < e ^ 2 + e / (1 - e) := by positivity
  constructor
  · intro h
    -- two non-negative terms add up to zero
    have hY := mul_nonneg (sq_nonneg ((γ - 1) / γ)) hB.le
    have hX := sq_nonneg ((1 - 3 * e) / (2 * (1 - e)))
    have hx : (1 - 3 * e) / (2 * (1 - e)) = 0 :=
      (pow_eq_zero_iff two_ne_zero).mp (by linarith)
    have hyB : ((γ - 1) / γ) ^ 2 * (e ^ 2 + e / (1 - e)) = 0 := by linarith
    have hy : (γ - 1) / γ = 0 :=
      (pow_eq_zero_iff two_ne_zero).mp ((mul_eq_zero.mp hyB).resolve_right hB.ne')
    constructor
    · rcases div_eq_zero_iff.mp hy with h | h <;> linarith
    · rcases div_eq_zero_iff.mp hx with h | h <;> linarith
  · rintro ⟨rfl, rfl⟩
    norm_num

/-- At equal energy sharing, `e = 1/2`, the Møller shape times `e ^ 2` tends to `9/4` as the
Lorentz factor grows. -/
theorem scaled_shape_tendsto :
    Tendsto (fun γ : ℝ => (1 / 2) ^ 2 * mollerShape γ (1 / 2)) atTop (𝓝 (9 / 4)) := by
  have h0 : Tendsto (fun γ : ℝ => γ⁻¹) atTop (𝓝 0) := tendsto_inv_atTop_zero
  have h : Tendsto (fun γ : ℝ => 1 + 5 / 4 * (1 - γ⁻¹) ^ 2) atTop
      (𝓝 (1 + 5 / 4 * (1 - 0) ^ 2)) :=
    (((h0.const_sub 1).pow 2).const_mul (5 / 4)).const_add 1
  have h9 : (9 / 4 : ℝ) = 1 + 5 / 4 * (1 - 0) ^ 2 := by norm_num
  rw [h9]
  refine h.congr' ?_
  filter_upwards [eventually_gt_atTop 0] with γ hγ
  have hy : (γ - 1) / γ = 1 - γ⁻¹ := by
    rw [sub_div, div_self hγ.ne', one_div]
  rw [scaled_shape_eq hγ.ne' (by norm_num) (by norm_num), hy]
  ring

/-- For `γ ≥ 1`, a proposal `0 < e ≤ 1/2` is accepted with probability at least `1/3` and
less than `1`. -/
theorem acceptance_bounds {γ e : ℝ} (hγ : 1 ≤ γ) (he : 0 < e) (he2 : e ≤ 1 / 2) :
    1 / 3 ≤ acceptance γ e ∧ acceptance γ e < 1 := by
  obtain ⟨hl, hu⟩ := scaled_shape_bounds hγ he he2
  have h : acceptance γ e = 4 / 9 * (e ^ 2 * mollerShape γ e) := by
    unfold acceptance
    rw [div_eq_iff (by positivity)]
    field_simp
  rw [h]
  constructor <;> linarith

/-- The area under the envelope `1 / t ^ 2` between `a` and `b` is `1 / a - 1 / b`,
for `0 < a ≤ b`. -/
theorem integral_envelope {a b : ℝ} (ha : 0 < a) (hab : a ≤ b) :
    ∫ t in a..b, 1 / t ^ 2 = 1 / a - 1 / b := by
  have hpos : ∀ t ∈ Set.uIcc a b, t ≠ 0 := by
    intro t ht
    rw [Set.uIcc_of_le hab] at ht
    exact (lt_of_lt_of_le ha ht.1).ne'
  have hd : ∀ t ∈ Set.uIcc a b, HasDerivAt (fun t : ℝ => -t⁻¹) (1 / t ^ 2) t := by
    intro t ht
    have h : HasDerivAt (fun t : ℝ => -t⁻¹) (-(-(t ^ 2)⁻¹)) t :=
      (hasDerivAt_inv (hpos t ht)).neg
    exact h.congr_deriv (by rw [neg_neg, one_div])
  have hc : ContinuousOn (fun t : ℝ => 1 / t ^ 2) (Set.uIcc a b) :=
    ContinuousOn.div continuousOn_const (by fun_prop) fun t ht => pow_ne_zero 2 (hpos t ht)
  rw [intervalIntegral.integral_eq_sub_of_hasDerivAt hd hc.intervalIntegrable]
  ring

/-- The integral `envelopeCDF e0 x` in closed form, for `0 < e0 < 1/2` and `e0 ≤ x`. -/
theorem envelopeCDF_eq {e0 x : ℝ} (h0 : 0 < e0) (h2 : e0 < 1 / 2) (hx : e0 ≤ x) :
    envelopeCDF e0 x = (1 / e0 - 1 / x) / ((1 - 2 * e0) / e0) := by
  have h : 1 / e0 - 1 / (1 / 2) = (1 - 2 * e0) / e0 := by
    rw [one_div_one_div, sub_div, mul_div_cancel_right₀ _ h0.ne']
  unfold envelopeCDF envelopeDensity
  rw [intervalIntegral.integral_div, integral_envelope h0 hx, integral_envelope h0 h2.le, h]

/-- For `0 < e0 < 1/2`, the sampler maps `[0, 1]` into `[e0, 1/2]`. Applying `envelopeCDF` after the
sampler gives back every `r` in `[0, 1]`, and applying the sampler after `envelopeCDF` gives back
every `x` in `[e0, 1/2]`. -/
theorem sampler_inverts_envelopeCDF {e0 : ℝ} (h0 : 0 < e0) (h2 : e0 < 1 / 2) :
    (∀ r ∈ Set.Icc (0 : ℝ) 1,
      sampler e0 r ∈ Set.Icc e0 (1 / 2) ∧ envelopeCDF e0 (sampler e0 r) = r) ∧
    ∀ x ∈ Set.Icc e0 (1 / 2), sampler e0 (envelopeCDF e0 x) = x := by
  have hw : 0 < 1 - 2 * e0 := by linarith
  constructor
  · rintro r ⟨hr0, hr1⟩
    have hr : 0 ≤ r * (1 - 2 * e0) := mul_nonneg hr0 hw.le
    have hr' : r * (1 - 2 * e0) ≤ 1 - 2 * e0 := mul_le_of_le_one_left hw.le hr1
    have hD : 0 < 1 - r * (1 - 2 * e0) := by linarith
    have hlow : e0 ≤ sampler e0 r := by
      unfold sampler
      rw [le_div_iff₀ hD]
      exact mul_le_of_le_one_right h0.le (by linarith)
    refine ⟨⟨hlow, ?_⟩, ?_⟩
    · unfold sampler
      rw [div_le_iff₀ hD]
      linarith
    · rw [envelopeCDF_eq h0 h2 hlow, div_eq_iff (div_pos hw h0).ne']
      unfold sampler
      rw [one_div_div]
      ring
  · rintro x ⟨hx, -⟩
    have hx0 : 0 < x := by linarith
    have hne : 1 - 2 * e0 ≠ 0 := hw.ne'
    -- the denominator of the sampler becomes e0 / x
    have key : ∀ w : ℝ, w ≠ 0 → (1 / e0 - 1 / x) / (w / e0) * w = 1 - e0 / x := by
      intro w hw0
      field_simp
    have hr := key (1 - 2 * e0) hne
    rw [envelopeCDF_eq h0 h2 hx]
    unfold sampler
    rw [hr, sub_sub_cancel, div_div_eq_mul_div, mul_div_cancel_left₀ _ h0.ne']

/-- For `γ ≥ 1` and `0 < e0 < 1/2`, the acceptance probability averaged over proposals from the
envelope on `[e0, 1/2]` is at least `1/3`. -/
theorem mean_acceptance_ge {γ e0 : ℝ} (hγ : 1 ≤ γ) (h0 : 0 < e0) (h2 : e0 < 1 / 2) :
    1 / 3 ≤ ∫ e in e0..(1 / 2), acceptance γ e * envelopeDensity e0 e := by
  have hdc : ContinuousOn (envelopeDensity e0) (Set.uIcc e0 (1 / 2)) := by
    intro t ht
    rw [Set.uIcc_of_le h2.le] at ht
    have ht2 : t ^ 2 ≠ 0 := pow_ne_zero 2 (lt_of_lt_of_le h0 ht.1).ne'
    have hc : ContinuousAt (fun s : ℝ => 1 / s ^ 2) t := by
      fun_prop (disch := assumption)
    exact (hc.div_const _).continuousWithinAt
  have hac : ContinuousOn (acceptance γ) (Set.uIcc e0 (1 / 2)) := by
    intro t ht
    rw [Set.uIcc_of_le h2.le] at ht
    have ht0 : t ≠ 0 := (lt_of_lt_of_le h0 ht.1).ne'
    have ht1 : 1 - t ≠ 0 := by linarith [ht.2]
    have ht2 : t ^ 2 ≠ 0 := pow_ne_zero 2 ht0
    have ht3 : 9 / 4 * (1 / t ^ 2) ≠ 0 := by positivity
    apply ContinuousAt.continuousWithinAt
    unfold acceptance mollerShape
    fun_prop (disch := assumption)
  -- the envelope density has total weight one
  have hone : ∫ e in e0..(1 / 2), envelopeDensity e0 e = 1 := by
    have hI : 0 < 1 / e0 - 1 / (1 / 2) := sub_pos.mpr (one_div_lt_one_div_of_lt h0 h2)
    unfold envelopeDensity
    rw [intervalIntegral.integral_div, integral_envelope h0 h2.le, div_self hI.ne']
  calc (1 / 3 : ℝ) = ∫ e in e0..(1 / 2), 1 / 3 * envelopeDensity e0 e := by
        rw [intervalIntegral.integral_const_mul, hone, mul_one]
    _ ≤ _ := by
        refine intervalIntegral.integral_mono_on h2.le
          (continuousOn_const.mul hdc).intervalIntegrable
          (hac.mul hdc).intervalIntegrable fun e he => ?_
        have hd : 0 ≤ envelopeDensity e0 e := by
          unfold envelopeDensity
          rw [integral_envelope h0 h2.le]
          exact div_nonneg (by positivity)
            (sub_pos.mpr (one_div_lt_one_div_of_lt h0 h2)).le
        exact mul_le_mul_of_nonneg_right
          (acceptance_bounds hγ (lt_of_lt_of_le h0 he.1) he.2).1 hd

end

end MollerSampling
```

```lean
#print axioms MollerSampling.scaled_shape_eq_min_iff
#print axioms MollerSampling.scaled_shape_tendsto
#print axioms MollerSampling.sampler_inverts_envelopeCDF
#print axioms MollerSampling.mean_acceptance_ge
```

```
'MollerSampling.scaled_shape_eq_min_iff' depends on axioms: [propext, Classical.choice, Quot.sound]
'MollerSampling.scaled_shape_tendsto' depends on axioms: [propext, Classical.choice, Quot.sound]
'MollerSampling.sampler_inverts_envelopeCDF' depends on axioms: [propext, Classical.choice, Quot.sound]
'MollerSampling.mean_acceptance_ge' depends on axioms: [propext, Classical.choice, Quot.sound]
```

## From the square to the mean acceptance

`scaled_shape_eq` is the decomposition above, with the square written as that of $\tfrac12-q=(1-3e)/(2(1-e))$. `field_simp` clears the denominators and `ring` compares the polynomials.

`scaled_shape_bounds` reads off both bounds. The lower one drops two non-negative terms; the upper one collects the estimates $1/4$ for the square, $5/4$ for $e^2+q$ and $u<1$. In `scaled_shape_eq_min_iff` the two non-negative terms sum to zero, so each vanishes, which fixes $e$ and $\gamma$. `scaled_shape_tendsto` rewrites the value at $e=1/2$ as $1+\tfrac54(1-\gamma^{-1})^2$ and takes the limit. `acceptance_bounds` multiplies the bounds by $4/9$.

`integral_envelope` applies the fundamental theorem of calculus to the antiderivative $-1/t$, and `envelopeCDF_eq` divides two such areas. In the inversion theorem, one direction substitutes the sampler into the closed form. In the other, the auxiliary identity `key` turns the sampler's denominator into $e_0/x$, so the quotient is $x$.

`mean_acceptance_ge` first shows that acceptance and density are continuous on $[e_0,1/2]$, hence integrable, and that the density integrates to one. It then writes $1/3$ as the integral of $1/3$ times the density and compares the integrands point by point with `integral_mono_on`.
